# Householder rotation of an idempotent density matrix leaves no elements between the impurity-bath cluster and the environment

Take non-interacting electrons on a lattice, in a state described by one Slater determinant, and single out one orbital as the impurity. Its column of the one-particle density matrix usually has entries on many other orbitals. Householder embedding rotates those other orbitals so that the off-diagonal part of the column collapses onto a single bath orbital. In the density matrix, this removes the direct link between impurity and environment, but the bath orbital might still be linked to the environment. For a real idempotent density matrix, it is not.

## Orbitals, density matrix and rotation

The orbitals form a finite set `n` and are orthonormal. The density matrix $D$ is real and refers to one spin channel. Each occupied orbital of the determinant is taken to have a definite spin, so the eigenvalues of the determinant's $D$ are 0 and 1.

```lean
import Mathlib

open Matrix

namespace HouseholderEmbedding

noncomputable section

variable {n : Type*} [Fintype n] [DecidableEq n]
```

Write $e_i$ for the unit vector of orbital $i$.

```lean
/-- The unit vector of the orbital `i`. -/
def site (i : n) : n → ℝ := Pi.single i 1
```

Let $i$ be the impurity. Its bath vector $b$ is column $i$ of $D$ with the diagonal entry removed: $b_i=0$ and $b_k=D_{ki}$ for $k\ne i$.

```lean
/-- The off-diagonal part of column `i` of the density matrix `D`. -/
def bathVector (D : Matrix n n ℝ) (i : n) : n → ℝ := fun k => if k = i then 0 else D k i
```

Its length is $\beta=\sqrt{b\cdot b}$.

```lean
/-- The Euclidean length of the off-diagonal part of column `i`. -/
def bathNorm (D : Matrix n n ℝ) (i : n) : ℝ := √(bathVector D i ⬝ᵥ bathVector D i)
```

The rotation $Q$, which may also be a reflection, is orthogonal, leaves the impurity alone and sends $b$ to orbital $j$:
$$Q^{T}Q=1,\qquad Qe_i=e_i,\qquad Qb=\beta e_j .$$
For $b\neq0$ the last condition says that the normalised vector $b/\beta$ goes to $e_j$. For $b=0$ it reads $0=0$ and does not select a bath orbital.

```lean
/-- `Q` is orthogonal, fixes the impurity orbital `i`, and turns the bath vector into
the direction of orbital `j`. -/
structure IsBathRotation (D Q : Matrix n n ℝ) (i j : n) : Prop where
  orth : Qᵀ * Q = 1
  fixes : Q *ᵥ site i = site i
  bath : Q *ᵥ bathVector D i = bathNorm D i • site j
```

In the new basis the density matrix is $\tilde D=QDQ^{T}$.

```lean
/-- The density matrix in the rotated orbital basis. -/
def embedded (D Q : Matrix n n ℝ) : Matrix n n ℝ := Q * D * Qᵀ
```

The cluster consists of impurity and bath. Its block holds the four entries of a matrix on $i$ and $j$.

```lean
/-- The two-orbital block of `A` on impurity `i` and bath `j`. -/
def clusterBlock (A : Matrix n n ℝ) (i j : n) : Matrix (Fin 2) (Fin 2) ℝ :=
  !![A i i, A i j; A j i, A j j]
```

Decoupling means that, for every other orbital $k$, the entries $(i,k)$, $(j,k)$, $(k,i)$ and $(k,j)$ all vanish. With only two orbitals there is no such $k$, and the condition is empty.

```lean
/-- No entry of `A` connects the orbitals `i` and `j` to any other orbital. -/
def Decoupled (A : Matrix n n ℝ) (i j : n) : Prop :=
  ∀ k, k ≠ i → k ≠ j → A i k = 0 ∧ A j k = 0 ∧ A k i = 0 ∧ A k j = 0
```

One explicit candidate for $Q$ is the Householder reflection along a nonzero vector $v$,
$$H_v=1-\frac{2}{v\cdot v}\,vv^{T}.$$

```lean
/-- The Householder reflection along `v`, for `v ≠ 0`. -/
def householder (v : n → ℝ) : Matrix n n ℝ := 1 - (2 / (v ⬝ᵥ v)) • vecMulVec v v
```

The vector to use is the difference between $b$ and its target, $v=b-\beta e_j$.

```lean
/-- The difference between the bath vector and its target along orbital `j`. -/
def householderVector (D : Matrix n n ℝ) (i j : n) : n → ℝ :=
  bathVector D i - bathNorm D i • site j
```

## The impurity occupation fixes the length of the bath vector

The hypotheses `hS` and `hP` say that $D$ is symmetric and that $D^2=D$. The second is the physical restriction to a single determinant. The diagonal entry $(i,i)$ of $D^2=D$ gives
$$D_{ii}=\sum_k D_{ik}D_{ki}=\sum_k D_{ki}^2=D_{ii}^2+\beta^2,$$
hence $\beta^2=D_{ii}(1-D_{ii})$. In the proof, `h1` is the sum over $k$ and `h2` separates the diagonal term from it.

```lean
variable {D Q : Matrix n n ℝ} {i j : n}

/-- For a symmetric idempotent density matrix, the squared length of the bath vector is
the impurity occupation times one minus that occupation. -/
theorem bathNorm_sq (hS : Dᵀ = D) (hP : D * D = D) (i : n) :
    bathNorm D i ^ 2 = D i i * (1 - D i i) := by
  have h0 : 0 ≤ bathVector D i ⬝ᵥ bathVector D i := by
    unfold dotProduct
    exact Finset.sum_nonneg fun k _ => mul_self_nonneg _
  have hs : ∀ k, D i k = D k i := fun k => congrFun (congrFun hS k) i
  have h1 : ∑ k, D k i * D k i = D i i := by
    have h := congrFun (congrFun hP i) i
    rw [Matrix.mul_apply] at h
    simpa only [hs] using h
  have h2 : ∀ k, bathVector D i k * bathVector D i k
      = D k i * D k i - if k = i then D i i * D i i else 0 := by
    intro k
    by_cases hk : k = i
    · subst hk
      simp [bathVector]
    · simp [bathVector, hk]
  rw [bathNorm, Real.sq_sqrt h0]
  simp only [dotProduct, h2, Finset.sum_sub_distrib, Finset.sum_ite_eq', Finset.mem_univ,
    if_true, h1]
  ring
```

## The two columns of the cluster

Since $Qe_i=e_i$, also $Q^{T}e_i=Q^{T}Qe_i=e_i$. Splitting the original column as $De_i=D_{ii}e_i+b$ then gives
$$\tilde De_i=QDe_i=D_{ii}e_i+\beta e_j .$$
This uses only the properties of $Q$, neither symmetry nor idempotency of $D$. The facts `hT` and `hD` are the two preparatory identities.

```lean
/-- In the rotated basis the impurity column has components only on impurity and bath. -/
theorem impurity_column (h : IsBathRotation D Q i j) :
    embedded D Q *ᵥ site i = D i i • site i + bathNorm D i • site j := by
  have hT : Qᵀ *ᵥ site i = site i := by
    calc Qᵀ *ᵥ site i = Qᵀ *ᵥ (Q *ᵥ site i) := by rw [h.fixes]
      _ = site i := by rw [Matrix.mulVec_mulVec, h.orth, Matrix.one_mulVec]
  have hD : D *ᵥ site i = D i i • site i + bathVector D i := by
    ext k
    by_cases hk : k = i
    · rw [hk]
      simp [site, bathVector]
    · simp [site, bathVector, hk]
  rw [embedded, ← Matrix.mulVec_mulVec, hT, ← Matrix.mulVec_mulVec, hD, Matrix.mulVec_add,
    Matrix.mulVec_smul, h.fixes, h.bath]
```

For the bath column, the proof also uses idempotency. Orthogonality carries it over to the new basis:
$$\tilde D^2=QD(Q^{T}Q)DQ^{T}=QD^2Q^{T}=\tilde D.$$
Applying $\tilde D$ to the impurity column therefore changes nothing:
$$D_{ii}e_i+\beta e_j=D_{ii}(D_{ii}e_i+\beta e_j)+\beta\tilde De_j .$$
Solve for the last term and insert $D_{ii}(1-D_{ii})=\beta^2$:
$$\beta\tilde De_j=\beta^2e_i+\beta(1-D_{ii})e_j .$$
If $\beta$ were zero, then $Qb=0$ and $b=Q^{T}Qb=0$, against the hypothesis `hb`. Cancelling $\beta$ leaves
$$\tilde De_j=\beta e_i+(1-D_{ii})e_j .$$
In the proof, `hβ` excludes zero, `hY` is idempotency in the new basis, and `mul_left_cancel₀` performs the cancellation component by component.

```lean
/-- In the rotated basis the bath column has components only on impurity and bath. -/
theorem bath_column (hS : Dᵀ = D) (hP : D * D = D) (hb : bathVector D i ≠ 0)
    (h : IsBathRotation D Q i j) :
    embedded D Q *ᵥ site j = bathNorm D i • site i + (1 - D i i) • site j := by
  have hβ : bathNorm D i ≠ 0 := by
    intro h0
    have hz := h.bath
    rw [h0, zero_smul] at hz
    apply hb
    rw [← Matrix.one_mulVec (bathVector D i), ← h.orth, ← Matrix.mulVec_mulVec, hz,
      Matrix.mulVec_zero]
  -- the rotated matrix is still idempotent
  have hY : embedded D Q * embedded D Q = embedded D Q := by
    calc embedded D Q * embedded D Q = Q * D * (Qᵀ * Q) * D * Qᵀ := by
          simp only [embedded, Matrix.mul_assoc]
      _ = Q * (D * D) * Qᵀ := by
          rw [h.orth, Matrix.mul_one, Matrix.mul_assoc Q D D]
      _ = embedded D Q := by rw [hP, embedded]
  have h1 := impurity_column h
  have h2 : embedded D Q *ᵥ (embedded D Q *ᵥ site i) = embedded D Q *ᵥ site i := by
    rw [Matrix.mulVec_mulVec, hY]
  rw [h1, Matrix.mulVec_add, Matrix.mulVec_smul, Matrix.mulVec_smul, h1] at h2
  ext k
  have h3 := congrFun h2 k
  simp only [Pi.add_apply, Pi.smul_apply, smul_eq_mul] at h3 ⊢
  apply mul_left_cancel₀ hβ
  linear_combination h3 - site i k * bathNorm_sq hS hP i
```

## One electron in a decoupled cluster

Reading the $i$ and $j$ components of both columns gives the cluster block
$$\tilde D_{\mathrm{cl}}=\begin{pmatrix}D_{ii}&\beta\\ \beta&1-D_{ii}\end{pmatrix}.$$
The helper `hc` identifies a matrix entry with a component of the matrix acting on a unit vector.

```lean
/-- The cluster block is fixed by the impurity occupation and the bath vector's length. -/
theorem clusterBlock_eq (hij : i ≠ j) (hS : Dᵀ = D) (hP : D * D = D)
    (hb : bathVector D i ≠ 0) (h : IsBathRotation D Q i j) :
    clusterBlock (embedded D Q) i j
      = !![D i i, bathNorm D i; bathNorm D i, 1 - D i i] := by
  have hc : ∀ k l, embedded D Q k l = (embedded D Q *ᵥ site l) k := by
    intro k l
    simp [site]
  rw [clusterBlock, hc i i, hc i j, hc j i, hc j j, impurity_column h,
    bath_column hS hP hb h]
  simp [site, hij, hij.symm]
```

Neither column has a component on any $k\ne i,j$, so $\tilde D_{ki}=\tilde D_{kj}=0$. Because $\tilde D$ is symmetric, $\tilde D_{ik}=\tilde D_{jk}=0$ as well. The trace of the block is $D_{ii}+(1-D_{ii})=1$.

In words, `exact_decoupling` says: if $D$ is real, symmetric and idempotent, the impurity has a nonzero bath vector, and $Q$ is any bath rotation to an orbital $j\neq i$, then the cluster is decoupled in $\tilde D$ and holds one electron of the spin channel considered. The proof obtains the columns first and then uses `hT` to pass to the rows.

```lean
/-- Exact decoupling: the rotated density matrix has no entries between the
impurity-bath cluster and the other orbitals, and the cluster block has trace one. -/
theorem exact_decoupling (hij : i ≠ j) (hS : Dᵀ = D) (hP : D * D = D)
    (hb : bathVector D i ≠ 0) (h : IsBathRotation D Q i j) :
    Decoupled (embedded D Q) i j ∧ (clusterBlock (embedded D Q) i j).trace = 1 := by
  constructor
  · intro k hki hkj
    have hc : ∀ l, embedded D Q k l = (embedded D Q *ᵥ site l) k := by
      intro l
      simp [site]
    have hi : embedded D Q k i = 0 := by
      rw [hc i, impurity_column h]
      simp [site, hki, hkj]
    have hj : embedded D Q k j = 0 := by
      rw [hc j, bath_column hS hP hb h]
      simp [site, hki, hkj]
    -- symmetry carries the statement from columns to rows
    have hT : (embedded D Q)ᵀ = embedded D Q := by
      simp only [embedded, Matrix.transpose_mul, Matrix.transpose_transpose, hS,
        Matrix.mul_assoc]
    have hr : ∀ l, embedded D Q l k = embedded D Q k l :=
      fun l => congrFun (congrFun hT k) l
    exact ⟨(hr i).trans hi, (hr j).trans hj, hi, hj⟩
  · rw [clusterBlock_eq hij hS hP hb h, Matrix.trace_fin_two_of]
    ring
```

Without idempotency, the bath orbital can remain linked to the environment. Consider
$$D=\begin{pmatrix}1/2&1/4&0\\1/4&1/2&1/4\\0&1/4&1/2\end{pmatrix},\qquad i=0,\quad j=1 .$$
It is symmetric with eigenvalues $1/2$ and $1/2\pm\sqrt2/4$, all strictly between 0 and 1. The bath vector already points along $e_1$, so $Q=1$ is a bath rotation, yet the entry $1/4$ still connects the bath to orbital 2. Fractional occupations of this kind occur in correlated states and at finite temperature.

For idempotent $D$, the cluster block is itself a projector. Its square has diagonal entries
$$D_{ii}^2+\beta^2=D_{ii},\qquad \beta^2+(1-D_{ii})^2=1-D_{ii},$$
and both off-diagonal entries are $\beta D_{ii}+\beta(1-D_{ii})=\beta$. With trace one, this describes one electron in one orbital of the cluster. The identities `e1` to `e4` are these four entries.

```lean
/-- The cluster block is itself idempotent. -/
theorem clusterBlock_idempotent (hij : i ≠ j) (hS : Dᵀ = D) (hP : D * D = D)
    (hb : bathVector D i ≠ 0) (h : IsBathRotation D Q i j) :
    clusterBlock (embedded D Q) i j * clusterBlock (embedded D Q) i j
      = clusterBlock (embedded D Q) i j := by
  have hq := bathNorm_sq hS hP i
  rw [clusterBlock_eq hij hS hP hb h, Matrix.mul_fin_two]
  congr 1
  have e1 : D i i * D i i + bathNorm D i * bathNorm D i = D i i := by
    linear_combination hq
  have e2 : D i i * bathNorm D i + bathNorm D i * (1 - D i i) = bathNorm D i := by ring
  have e3 : bathNorm D i * D i i + (1 - D i i) * bathNorm D i = bathNorm D i := by ring
  have e4 : bathNorm D i * bathNorm D i + (1 - D i i) * (1 - D i i) = 1 - D i i := by
    linear_combination hq
  rw [e1, e2, e3, e4]
```

A neighbouring result follows by hand and is not part of the Lean code: once the cross entries vanish, $\tilde D^2=\tilde D$ also makes the environment block idempotent, with trace $\operatorname{tr}D-1$.

## The Householder reflection meets the conditions

Let $v=b-\beta e_j\neq0$. Then
$$v\cdot v=2\beta^2-2\beta b_j=2\,v\cdot b,$$
so the reflection subtracts exactly one $v$ from $b$:
$$H_vb=b-\frac{2\,v\cdot b}{v\cdot v}\,v=b-v=\beta e_j .$$
Since $b_i=0$ and $i\ne j$, also $v\cdot e_i=0$ and $H_ve_i=e_i$. Finally, $H_v$ is symmetric, and reflecting twice restores every vector, so $H_v^{T}H_v=H_v^2=1$.

In the proof, `hvb` and `hvi` are the two scalar products, `act` is the reflection formula and `twice` is the double reflection. If $v=0$, then $b=\beta e_j$ already holds and the identity serves as $Q$.

```lean
/-- The Householder reflection along a nonzero `householderVector` is orthogonal, fixes the
impurity and turns the bath vector into the direction of orbital `j`. -/
theorem householder_isBathRotation (hij : i ≠ j) (hv : householderVector D i j ≠ 0) :
    IsBathRotation D (householder (householderVector D i j)) i j := by
  have hβ : bathNorm D i ^ 2 = bathVector D i ⬝ᵥ bathVector D i := by
    apply Real.sq_sqrt
    unfold dotProduct
    exact Finset.sum_nonneg fun k _ => mul_self_nonneg _
  have hvb : householderVector D i j ⬝ᵥ householderVector D i j
      = 2 * (householderVector D i j ⬝ᵥ bathVector D i) := by
    have e1 : bathVector D i ⬝ᵥ site j = bathVector D i j := by simp [site]
    have e2 : site j ⬝ᵥ bathVector D i = bathVector D i j := by simp [site]
    have e3 : site j ⬝ᵥ site j = 1 := by simp [site]
    simp only [householderVector, sub_dotProduct, dotProduct_sub, smul_dotProduct,
      dotProduct_smul, smul_eq_mul, e1, e2, e3]
    linear_combination hβ
  have hvi : householderVector D i j ⬝ᵥ site i = 0 := by
    have e : householderVector D i j ⬝ᵥ site i = householderVector D i j i := by simp [site]
    rw [e]
    simp [householderVector, bathVector, site, hij]
  have hs : householderVector D i j ⬝ᵥ householderVector D i j ≠ 0 :=
    fun h0 => hv (dotProduct_self_eq_zero.mp h0)
  -- action of a reflection on a vector
  have act : ∀ v x : n → ℝ,
      householder v *ᵥ x = x - (2 / (v ⬝ᵥ v) * (v ⬝ᵥ x)) • v := by
    intro v x
    have hw : vecMulVec v v *ᵥ x = (v ⬝ᵥ x) • v := by
      ext k
      simp only [Matrix.mulVec, dotProduct, vecMulVec_apply, Pi.smul_apply, smul_eq_mul,
        Finset.sum_mul]
      exact Finset.sum_congr rfl fun l _ => by ring
    rw [householder, Matrix.sub_mulVec, Matrix.one_mulVec, Matrix.smul_mulVec, hw, smul_smul]
  refine ⟨?_, ?_, ?_⟩
  · generalize householderVector D i j = v at hs
    have hT : (householder v)ᵀ = householder v := by
      have hw : (vecMulVec v v)ᵀ = vecMulVec v v := by
        ext k l
        simp [vecMulVec_apply, mul_comm]
      rw [householder, Matrix.transpose_sub, Matrix.transpose_one, Matrix.transpose_smul, hw]
    have hc : 2 / (v ⬝ᵥ v) * (v ⬝ᵥ v) = 2 := div_mul_cancel₀ _ hs
    have twice : ∀ x, (householder v * householder v) *ᵥ x = x := by
      intro x
      rw [← Matrix.mulVec_mulVec, act v x, act, dotProduct_sub, dotProduct_smul]
      ext k
      simp only [Pi.sub_apply, Pi.smul_apply, smul_eq_mul]
      linear_combination (2 / (v ⬝ᵥ v) * (v ⬝ᵥ x) * v k) * hc
    rw [hT]
    ext k l
    have hk := congrFun (twice (site l)) k
    simpa [site, Pi.single_apply, Matrix.one_apply] using hk
  · rw [act, hvi, mul_zero, zero_smul, sub_zero]
  · have hc : 2 / (householderVector D i j ⬝ᵥ householderVector D i j)
        * (householderVector D i j ⬝ᵥ bathVector D i) = 1 := by
      rw [div_mul_eq_mul_div, ← hvb, div_self hs]
    rw [act, hc, one_smul, householderVector, sub_sub_cancel]
```

## Three orbitals with two electrons

A concrete case is the projector onto the plane orthogonal to $u=(1,2,2)/3$, that is, $D=1-uu^{T}$. Its trace is two, so it describes two electrons in the spin channel.

```lean
/-- An explicit real matrix on three orbitals, used as the example. -/
def threeSite : Matrix (Fin 3) (Fin 3) ℝ :=
  !![8/9, -2/9, -2/9; -2/9, 5/9, -4/9; -2/9, -4/9, 5/9]
```

With impurity 0 and bath 1, $b=(0,-2/9,-2/9)$ and $\beta=2\sqrt2/9$. The third components of $b$ and of $v$ are both $-2/9$, so neither vector vanishes. The theorem below confirms the hypotheses for this matrix, and `exact_decoupling` applies to it.

```lean
/-- The matrix `threeSite` is symmetric and idempotent, its bath vector is nonzero, and its
Householder reflection is a bath rotation. -/
theorem threeSite_witness :
    threeSiteᵀ = threeSite ∧ threeSite * threeSite = threeSite ∧
      bathVector threeSite 0 ≠ 0 ∧
      IsBathRotation threeSite (householder (householderVector threeSite 0 1)) 0 1 := by
  have h20 : (2 : Fin 3) ≠ 0 := by decide
  have h21 : (2 : Fin 3) ≠ 1 := by decide
  have hD : threeSite 2 0 = -2/9 := rfl
  have hb2 : bathVector threeSite 0 2 = -2/9 := by
    show (if (2 : Fin 3) = 0 then (0 : ℝ) else threeSite 2 0) = -2/9
    rw [if_neg h20, hD]
  have hs2 : site (1 : Fin 3) 2 = 0 := by
    rw [site, Pi.single_apply, if_neg h21]
  refine ⟨?_, ?_, ?_, householder_isBathRotation (by decide) ?_⟩
  · ext k l
    fin_cases k <;> fin_cases l <;> simp [threeSite]
  · ext k l
    fin_cases k <;> fin_cases l <;>
      norm_num [threeSite, Matrix.mul_apply, Fin.sum_univ_succ]
  · intro h
    have h2 := congrFun h 2
    rw [hb2] at h2
    norm_num at h2
  · intro h
    have h2 := congrFun h 2
    simp only [householderVector, Pi.sub_apply, Pi.smul_apply, smul_eq_mul, hb2, hs2,
      mul_zero, Pi.zero_apply] at h2
    norm_num at h2

end

end HouseholderEmbedding
```

For a single impurity orbital with a nonzero bath vector, in a finite system described by one real Slater determinant, the impurity and one bath orbital thus form a cluster with no density-matrix elements to the remaining orbitals. The result concerns the density matrix alone: the Hamiltonian in the rotated basis may still couple the cluster to the environment.

```lean
#print axioms HouseholderEmbedding.exact_decoupling
-- 'HouseholderEmbedding.exact_decoupling' depends on axioms: [propext, Classical.choice, Quot.sound]
#print axioms HouseholderEmbedding.clusterBlock_idempotent
-- 'HouseholderEmbedding.clusterBlock_idempotent' depends on axioms: [propext, Classical.choice, Quot.sound]
#print axioms HouseholderEmbedding.householder_isBathRotation
-- 'HouseholderEmbedding.householder_isBathRotation' depends on axioms: [propext, Classical.choice, Quot.sound]
```
